# Numerov eigenvalues on a Dirichlet grid lie strictly above the three-point ones

For a particle on $n$ interior grid points with spacing $h\neq0$ and zero values at both walls, the Numerov matrix Hamiltonian is symmetric for every real diagonal potential. Each of its ordered eigenvalues lies strictly above the three-point eigenvalue with the same index. In one-dimensional, one-particle grid calculations of this kind, changing from the three-point to the Numerov kinetic matrix therefore raises every level. The comparison is between two matrices and does not say which level is closer to the continuum value.

## The two Hamiltonians

```lean
import Mathlib

open Matrix

namespace NumerovMatrix

noncomputable section

variable {n : ℕ}
```

Units are chosen so that the kinetic operator is $-d^2/dx^2$. Grid points are numbered $0,\dots,n-1$, as in Lean's `Fin n`. Write $T=-D_2$ for the negative second difference.

```lean
/-- The negative second difference `-D2` on `n` interior grid points with Dirichlet ends:
`2` on the diagonal and `-1` between neighbours. -/
def negD2 (n : ℕ) : Matrix (Fin n) (Fin n) ℝ :=
  of fun i j => if i = j then 2 else if i.val + 1 = j.val ∨ j.val + 1 = i.val then -1 else 0
```

The three-point kinetic matrix is $K=T/h^2$.

```lean
/-- The three-point kinetic matrix `K = -D2 / h^2`, for grid spacing `h ≠ 0`. -/
def kinetic (n : ℕ) (h : ℝ) : Matrix (Fin n) (Fin n) ℝ := (1 / h ^ 2) • negD2 n
```

Numerov's rule averages $\psi''$ over neighbouring points with the weight matrix $B=1-h^2K/12$.

```lean
/-- The Numerov weight matrix `B = 1 - h^2 K / 12`, for grid spacing `h ≠ 0`. -/
def weight (n : ℕ) (h : ℝ) : Matrix (Fin n) (Fin n) ℝ := 1 - (h ^ 2 / 12) • kinetic n h
```

A real function `V` on the grid gives the diagonal potential. The three-point Hamiltonian is $K+V$.

```lean
/-- The three-point Hamiltonian `K + V`, for grid spacing `h ≠ 0`. -/
def threePoint (h : ℝ) (V : Fin n → ℝ) : Matrix (Fin n) (Fin n) ℝ :=
  kinetic n h + diagonal V
```

Numerov's equation $K\psi=B(E-V)\psi$ becomes an ordinary eigenvalue problem for $B^{-1}K+V$. Using this $B$ at the ends assumes that $(E-V)\psi$ vanishes at the walls, as it does for a potential that is finite there. A potential singular at a wall may need a boundary term that this model omits.

```lean
/-- The Numerov matrix Hamiltonian `B⁻¹ K + V`, for grid spacing `h ≠ 0`. -/
def numerov (h : ℝ) (V : Fin n → ℝ) : Matrix (Fin n) (Fin n) ℝ :=
  (weight n h)⁻¹ * kinetic n h + diagonal V
```

The last definition is a rectangular matrix $G_s$ with $(G_sx)_i=x_i+s\,x_{i-1}$ for $i=0,\dots,n$, where $x_{-1}=x_n=0$.

```lean
/-- The matrix taking grid values to the `n + 1` bond values `x_i + s x_{i-1}`, with zero
values at both walls. -/
def bond (n : ℕ) (s : ℝ) : Matrix (Fin (n + 1)) (Fin n) ℝ :=
  of fun i j => (if i = j.castSucc then 1 else 0) + s * (if i = j.succ then 1 else 0)
```

## (a) Gram matrix of the bond values

For $s^2=1$, show that
$$G_s^{\mathsf T}G_s=(2+2s)\,1-s\,T.$$

Column $j$ of $G_s$ has $1$ in row $j$ and $s$ in row $j+1$. Its product with itself is $1+s^2=2$, its product with a neighbouring column is $s$, and all other products vanish. The right side has diagonal $2+2s-2s=2$ and neighbour entries $s$.

In Lean, `hsum` evaluates the sum over a column and `split_ifs` separates these cases.

```lean
/-- For `s = ±1` the Gram matrix of the bond values is `2 + 2s - s (-D2)`. -/
theorem bond_gram (s : ℝ) (hs : s ^ 2 = 1) :
    (bond n s)ᵀ * bond n s = (2 + 2 * s) • (1 : Matrix (Fin n) (Fin n) ℝ) - s • negD2 n := by
  ext j k
  have hsum : ∀ f : Fin (n + 1) → ℝ,
      ∑ i, bond n s i j * f i = f j.castSucc + s * f j.succ := by
    intro f
    simp [bond, add_mul, Finset.sum_add_distrib]
  have hc : ∀ a : Fin n, (a.castSucc : ℕ) = a := fun _ => rfl
  rw [Matrix.mul_apply]
  refine (hsum fun i => bond n s i k).trans ?_
  simp only [bond, negD2, of_apply, Matrix.sub_apply, Matrix.smul_apply, Matrix.one_apply,
    smul_eq_mul, Fin.ext_iff, hc, Fin.val_succ]
  split_ifs <;> first | omega | linear_combination hs | ring
```

## (b) Positivity of the bond sum

For every real $s$ and every $x\neq0$, show that
$$x\cdot G_s^{\mathsf T}G_s\,x>0.$$

The left side is $|G_sx|^2\ge0$. If it were zero, row $0$ would give $x_0=0$, and each later row would give $x_i=-s\,x_{i-1}=0$, so $x=0$. The strong induction in `key` is this walk along the grid.

```lean
/-- The sum of squared bond values of a non-zero grid function is positive. -/
theorem bond_form_pos (s : ℝ) {x : Fin n → ℝ} (hx : x ≠ 0) :
    0 < x ⬝ᵥ ((bond n s)ᵀ * bond n s) *ᵥ x := by
  -- vanishing bond values force the grid values to vanish one after the other
  have inj : bond n s *ᵥ x = 0 → x = 0 := by
    intro h0
    have key : ∀ m : ℕ, ∀ j : Fin n, j.val = m → x j = 0 := by
      intro m
      induction m using Nat.strong_induction_on with
      | _ m ih =>
        intro j hj
        have e : (bond n s *ᵥ x) j.castSucc = x j := by
          simp only [mulVec, dotProduct]
          rw [Finset.sum_eq_single j]
          · simp [bond, Fin.ext_iff]
          · intro b _ hb
            by_cases hjb : j.val = b.val + 1
            · rw [ih b.val (by omega) b rfl, mul_zero]
            · have hne : j.val ≠ b.val := fun h => hb (Fin.ext h.symm)
              simp [bond, Fin.ext_iff, hjb, hne]
          · simp
        exact e.symm.trans (congrFun h0 j.castSucc)
    exact funext fun j => key j.val j rfl
  rw [← mulVec_mulVec, dotProduct_mulVec, vecMul_transpose]
  have hn : 0 ≤ (bond n s *ᵥ x) ⬝ᵥ (bond n s *ᵥ x) :=
    Finset.sum_nonneg fun i _ => mul_self_nonneg _
  exact lt_of_le_of_ne hn fun h0 => hx (inj (dotProduct_self_eq_zero.mp h0.symm))
```

## (c) Bounds on the Numerov weight

For $h\ne0$ and $x\neq0$, show that
$$\tfrac23|x|^2<x\cdot Bx<|x|^2.$$

Part (a) gives $G_{-1}^{\mathsf T}G_{-1}=T$ and $G_1^{\mathsf T}G_1=4-T$. By (b), $0<x\cdot Tx<4|x|^2$. Since $B=1-T/12$, the bounds follow, with $1-4/12=2/3$. Lean calls the two cases `a` and `b`, and `linarith` combines them.

```lean
/-- For `h ≠ 0` and a non-zero grid function `x`, the Numerov weight obeys
`(2/3) x·x < x·Bx < x·x`. -/
theorem weight_form {h : ℝ} (hh : h ≠ 0) {x : Fin n → ℝ} (hx : x ≠ 0) :
    2 / 3 * (x ⬝ᵥ x) < x ⬝ᵥ weight n h *ᵥ x ∧ x ⬝ᵥ weight n h *ᵥ x < x ⬝ᵥ x := by
  have hc : h ^ 2 / 12 * (1 / h ^ 2) = 1 / 12 := by field_simp
  have a := bond_form_pos (-1) hx
  have b := bond_form_pos 1 hx
  rw [bond_gram (-1) (by norm_num)] at a
  rw [bond_gram 1 (by norm_num)] at b
  rw [weight, kinetic, smul_smul, hc]
  simp only [sub_mulVec, smul_mulVec, one_mulVec, dotProduct_sub, dotProduct_smul,
    smul_eq_mul] at a b ⊢
  constructor <;> linarith
```

## (d) Invertibility of the weight

Show that $B^{-1}$ exists, that is,
$$\det B\neq0.$$

If the determinant vanished, some $x\neq0$ would satisfy $Bx=0$, and (c) would give $\tfrac23|x|^2<0$. Lean needs no condition on $h$ here: at $h=0$ its convention $1/0=0$ keeps $K$ defined, and the factor $h^2$ in front of $K$ makes $B$ the identity.

```lean
/-- The Numerov weight matrix `B` is invertible. -/
theorem weight_isUnit (n : ℕ) (h : ℝ) : IsUnit (weight n h) := by
  by_cases hh : h = 0
  · subst hh
    simp [weight]
  · rw [isUnit_iff_isUnit_det, isUnit_iff_ne_zero]
    intro hdet
    obtain ⟨x, hx, h0⟩ := exists_mulVec_eq_zero_iff.mpr hdet
    have h1 := (weight_form hh hx).1
    rw [h0, dotProduct_zero] at h1
    have h2 : 0 ≤ x ⬝ᵥ x := Finset.sum_nonneg fun i _ => mul_self_nonneg _
    linarith
```

## (e) The Numerov correction

Show that
$$B^{-1}K+V=K+V+\frac{h^2}{12}\,KB^{-1}K.$$

As $B$ is a polynomial in $K$, $BK=KB$. Multiplying by $B^{-1}$ on both sides gives $KB^{-1}=B^{-1}K$. Now expand $B^{-1}B=1$:
$$B^{-1}-\frac{h^2}{12}B^{-1}K=1,\qquad\text{so}\qquad B^{-1}=1+\frac{h^2}{12}KB^{-1}.$$
Multiply by $K$ from the right and add $V$. The Lean steps `hc` and `hi` are the two commutation relations, and `e2` is the formula for $B^{-1}$.

```lean
/-- The Numerov Hamiltonian is the three-point Hamiltonian plus the correction
`(h^2/12) K B⁻¹ K`. -/
theorem numerov_eq_threePoint_add (h : ℝ) (V : Fin n → ℝ) :
    numerov h V = threePoint h V +
      (h ^ 2 / 12) • (kinetic n h * (weight n h)⁻¹ * kinetic n h) := by
  have hu := (isUnit_iff_isUnit_det _).mp (weight_isUnit n h)
  have hl := nonsing_inv_mul _ hu
  have hr := mul_nonsing_inv _ hu
  have hc : weight n h * kinetic n h = kinetic n h * weight n h := by
    simp [weight, sub_mul, mul_sub]
  -- the inverse weight commutes with the kinetic matrix
  have hi : (weight n h)⁻¹ * kinetic n h = kinetic n h * (weight n h)⁻¹ := by
    calc (weight n h)⁻¹ * kinetic n h
        = (weight n h)⁻¹ * (kinetic n h * weight n h) * (weight n h)⁻¹ := by
          rw [mul_assoc, mul_assoc, hr, mul_one]
      _ = kinetic n h * (weight n h)⁻¹ := by
          rw [← hc, ← mul_assoc, hl, one_mul]
  have e : (weight n h)⁻¹ * weight n h
      = (weight n h)⁻¹ * (1 - (h ^ 2 / 12) • kinetic n h) := rfl
  rw [hl, mul_sub, mul_one, Matrix.mul_smul, hi] at e
  have e2 := sub_eq_iff_eq_add.mp e.symm
  calc numerov h V
      = (1 + (h ^ 2 / 12) • (kinetic n h * (weight n h)⁻¹)) * kinetic n h + diagonal V := by
        rw [← e2, numerov]
    _ = _ := by
        rw [add_mul, one_mul, Matrix.smul_mul, threePoint]
        abel
```

## (f) Symmetry of the kinetic matrix

Show that
$$K^{\mathsf T}=K.$$

Being equal and being neighbours are both symmetric relations between $i$ and $j$, so $T_{ji}=T_{ij}$. The proof checks this entry by entry.

```lean
/-- The three-point kinetic matrix is symmetric. -/
theorem kinetic_transpose (n : ℕ) (h : ℝ) : (kinetic n h)ᵀ = kinetic n h := by
  ext i j
  have e : negD2 n j i = negD2 n i j := by
    simp only [negD2, of_apply, Fin.ext_iff]
    split_ifs <;> first | rfl | omega
  simp [kinetic, e]
```

## (g) Symmetry of the three-point Hamiltonian

Show that
$$(K+V)^{\mathsf T}=K+V.$$

Use (f) and the fact that a diagonal matrix equals its transpose. For real matrices, `IsHermitian` means symmetric.

```lean
/-- The three-point Hamiltonian `K + V` is symmetric. -/
theorem threePoint_isHermitian (h : ℝ) (V : Fin n → ℝ) : (threePoint h V).IsHermitian := by
  rw [IsHermitian, conjTranspose_eq_transpose_of_trivial, threePoint, transpose_add,
    kinetic_transpose, diagonal_transpose]
```

## (h) Symmetry of the Numerov Hamiltonian

Show that
$$(B^{-1}K+V)^{\mathsf T}=B^{-1}K+V.$$

By (e), it is enough to transpose $K+V$ and $KB^{-1}K$. The first is symmetric by (g). Since $B^{\mathsf T}=B$, the second satisfies $(KB^{-1}K)^{\mathsf T}=KB^{-1}K$. The spectral theorem then supplies eigenvectors that are orthonormal under the plain grid sum, without $B$ as a metric.

```lean
/-- The Numerov matrix Hamiltonian `B⁻¹ K + V` is symmetric for every real diagonal `V`. -/
theorem numerov_isHermitian (h : ℝ) (V : Fin n → ℝ) : (numerov h V).IsHermitian := by
  have hT := threePoint_isHermitian h V
  have hB : (weight n h)ᵀ = weight n h := by simp [weight, kinetic_transpose]
  rw [IsHermitian, conjTranspose_eq_transpose_of_trivial] at hT ⊢
  rw [numerov_eq_threePoint_add, transpose_add, hT, transpose_smul, transpose_mul,
    transpose_mul, transpose_nonsing_inv, hB, kinetic_transpose, mul_assoc]
```

## (i) From expectation values to ordered eigenvalues

Let $A$ and $C$ be real symmetric with $x\cdot Ax<x\cdot Cx$ for every $x\ne0$. List their eigenvalues $\alpha_k$ and $\gamma_k$ in decreasing order with multiplicity, $k=0,\dots,n-1$. Show that
$$\alpha_k<\gamma_k.$$

Let $a_j$ and $c_j$ be the corresponding orthonormal eigenvectors. Require $c_j\cdot x=0$ for $j<k$ and $a_j\cdot x=0$ for $j>k$. These are $n-1$ linear conditions, so some $x\neq0$ meets them. Expanding in each eigenbasis gives
$$x\cdot Ax=\sum_{j\le k}\alpha_j(a_j\cdot x)^2\ge\alpha_k|x|^2,\qquad x\cdot Cx=\sum_{j\ge k}\gamma_j(c_j\cdot x)^2\le\gamma_k|x|^2.$$
Thus $\alpha_k|x|^2<\gamma_k|x|^2$, and dividing by $|x|^2$ finishes the argument.

In Lean, `expand` gives the eigenvector expansions. The conditions are the rows of a square matrix `M` whose remaining row is zero, so its determinant vanishes and `x` exists. The bounds are `lo` and `hi`; `e` matches grid labels to ordered labels.

```lean
/-- If `x·Ax < x·Cx` for every non-zero `x`, with `A` and `C` real symmetric, then each ordered
eigenvalue of `A` lies strictly below the eigenvalue of `C` with the same index. -/
theorem eigenvalues_lt_of_form_lt {A C : Matrix (Fin n) (Fin n) ℝ} (hA : A.IsHermitian)
    (hC : C.IsHermitian) (hlt : ∀ x : Fin n → ℝ, x ≠ 0 → x ⬝ᵥ A *ᵥ x < x ⬝ᵥ C *ᵥ x)
    (k : Fin (Fintype.card (Fin n))) : hA.eigenvalues₀ k < hC.eigenvalues₀ k := by
  -- squared norm and quadratic form expanded in the eigenvectors
  have expand : ∀ {M : Matrix (Fin n) (Fin n) ℝ} (hM : M.IsHermitian) (x : Fin n → ℝ),
      x ⬝ᵥ x = ∑ j, ((hM.eigenvectorBasis j).ofLp ⬝ᵥ x) ^ 2 ∧
      x ⬝ᵥ M *ᵥ x = ∑ j, hM.eigenvalues j * ((hM.eigenvectorBasis j).ofLp ⬝ᵥ x) ^ 2 := by
    intro M hM x
    have hin : ∀ a b : EuclideanSpace ℝ (Fin n), inner ℝ a b = a.ofLp ⬝ᵥ b.ofLp := by
      intro a b
      simp [PiLp.inner_apply, dotProduct, mul_comm]
    have hp : ∀ y : Fin n → ℝ, x ⬝ᵥ y = ∑ j, ((hM.eigenvectorBasis j).ofLp ⬝ᵥ x) *
        ((hM.eigenvectorBasis j).ofLp ⬝ᵥ y) := by
      intro y
      have h1 := hM.eigenvectorBasis.sum_inner_mul_inner (WithLp.toLp 2 x) (WithLp.toLp 2 y)
      simp only [hin] at h1
      refine h1.symm.trans (Finset.sum_congr rfl fun j _ => ?_)
      congr 1
      exact dotProduct_comm _ _
    refine ⟨(hp x).trans (by simp only [sq]), (hp _).trans ?_⟩
    refine Finset.sum_congr rfl fun j _ => ?_
    have hT : Mᵀ = M := by
      rw [← conjTranspose_eq_transpose_of_trivial]
      exact hM
    have ev : M *ᵥ (hM.eigenvectorBasis j).ofLp
        = hM.eigenvalues j • (hM.eigenvectorBasis j).ofLp := hM.mulVec_eigenvectorBasis j
    rw [dotProduct_mulVec, ← mulVec_transpose, hT, ev, smul_dotProduct, smul_eq_mul]
    ring
  obtain ⟨e, hAe, hCe⟩ : ∃ e : Fin (Fintype.card (Fin n)) ≃ Fin n,
      (∀ j, hA.eigenvalues j = hA.eigenvalues₀ (e.symm j)) ∧
      (∀ j, hC.eigenvalues j = hC.eigenvalues₀ (e.symm j)) :=
    ⟨Fintype.equivOfCardEq (Fintype.card_fin _), fun _ => rfl, fun _ => rfl⟩
  -- n - 1 orthogonality conditions leave a non-zero trial vector
  let M : Matrix (Fin n) (Fin n) ℝ := of fun j i =>
    if e.symm j < k then (hC.eigenvectorBasis j).ofLp i
    else if k < e.symm j then (hA.eigenvectorBasis j).ofLp i else 0
  have hdet : M.det = 0 := det_eq_zero_of_row_eq_zero (e k) fun i => by simp [M]
  obtain ⟨x, hx, h0⟩ := exists_mulVec_eq_zero_iff.mpr hdet
  have hv : ∀ j, e.symm j < k → (hC.eigenvectorBasis j).ofLp ⬝ᵥ x = 0 := by
    intro j hj
    have h1 := congrFun h0 j
    simp only [M, mulVec, dotProduct, of_apply, if_pos hj, Pi.zero_apply] at h1
    exact h1
  have hu : ∀ j, k < e.symm j → (hA.eigenvectorBasis j).ofLp ⬝ᵥ x = 0 := by
    intro j hj
    have h1 := congrFun h0 j
    simp only [M, mulVec, dotProduct, of_apply, if_neg (not_lt_of_gt hj), if_pos hj,
      Pi.zero_apply] at h1
    exact h1
  have lo : hA.eigenvalues₀ k * (x ⬝ᵥ x) ≤ x ⬝ᵥ A *ᵥ x := by
    rw [(expand hA x).1, (expand hA x).2, Finset.mul_sum]
    refine Finset.sum_le_sum fun j _ => ?_
    rcases lt_or_ge k (e.symm j) with hj | hj
    · simp [hu j hj]
    · rw [hAe]
      exact mul_le_mul_of_nonneg_right (hA.eigenvalues₀_antitone hj) (sq_nonneg _)
  have hi : x ⬝ᵥ C *ᵥ x ≤ hC.eigenvalues₀ k * (x ⬝ᵥ x) := by
    rw [(expand hC x).1, (expand hC x).2, Finset.mul_sum]
    refine Finset.sum_le_sum fun j _ => ?_
    rcases lt_or_ge (e.symm j) k with hj | hj
    · simp [hv j hj]
    · rw [hCe]
      exact mul_le_mul_of_nonneg_right (hC.eigenvalues₀_antitone hj) (sq_nonneg _)
  have hn : 0 ≤ x ⬝ᵥ x := Finset.sum_nonneg fun i _ => mul_self_nonneg _
  by_contra hle
  have h1 := mul_le_mul_of_nonneg_right (not_lt.mp hle) hn
  linarith [hlt x hx]
```

## (j) Comparison of the levels

For $h\neq0$, let $\lambda_k$ and $\mu_k$ be the decreasingly ordered eigenvalues of $K+V$ and $B^{-1}K+V$. Show that
$$\lambda_k<\mu_k\qquad(k=0,\dots,n-1).$$

Take $x\neq0$ and set $y=B^{-1}Kx$, so $By=Kx$. By (e) and the symmetry of $K$, the quadratic form $x\cdot(B^{-1}K+V)x$ exceeds $x\cdot(K+V)x$ by
$$\frac{h^2}{12}\,x\cdot Ky=\frac{h^2}{12}\,(Kx)\cdot y=\frac{h^2}{12}\,y\cdot By.$$
If $y$ were zero, then $Kx=0$ and $Bx=x$, against the upper bound in (c). So $y\neq0$, the lower bound in (c) makes the difference positive, and (i) applies.

For $n=1$ and $V=0$ the two levels are $2/h^2$ and $(6/5)(2/h^2)=12/(5h^2)$.

In the Lean statement, `eigenvalues₀` is the decreasing list, so the ground state is its last entry, $k=n-1$. The index type `Fin (Fintype.card (Fin n))` has $n$ elements. The steps `hy0`, `hs` and `hpos` show that $y\neq0$, rewrite the correction and prove it positive.

```lean
/-- For grid spacing `h ≠ 0` and any real diagonal potential, each ordered eigenvalue of the
Numerov Hamiltonian `B⁻¹ K + V` lies strictly above that of the three-point `K + V`. -/
theorem threePoint_eigenvalue_lt_numerov {h : ℝ} (hh : h ≠ 0) (V : Fin n → ℝ)
    (k : Fin (Fintype.card (Fin n))) :
    (threePoint_isHermitian h V).eigenvalues₀ k < (numerov_isHermitian h V).eigenvalues₀ k := by
  refine eigenvalues_lt_of_form_lt _ _ (fun x hx => ?_) k
  obtain ⟨y, hy⟩ : ∃ y, y = (weight n h)⁻¹ *ᵥ (kinetic n h *ᵥ x) := ⟨_, rfl⟩
  have hBy : weight n h *ᵥ y = kinetic n h *ᵥ x := by
    rw [hy, mulVec_mulVec,
      mul_nonsing_inv _ ((isUnit_iff_isUnit_det _).mp (weight_isUnit n h)), one_mulVec]
  -- K x = 0 would give B x = x, against the strict bound on B
  have hy0 : y ≠ 0 := by
    intro h0
    rw [h0, mulVec_zero] at hBy
    have h1 := (weight_form hh hx).2
    rw [weight, sub_mulVec, smul_mulVec, ← hBy, smul_zero, sub_zero, one_mulVec] at h1
    exact lt_irrefl _ h1
  have hs : x ⬝ᵥ kinetic n h *ᵥ y = y ⬝ᵥ weight n h *ᵥ y := by
    rw [hBy, dotProduct_mulVec x, ← mulVec_transpose, kinetic_transpose, dotProduct_comm]
  have hpos : 0 < y ⬝ᵥ weight n h *ᵥ y := by
    have h1 := (weight_form hh hy0).1
    have h2 : 0 ≤ y ⬝ᵥ y := Finset.sum_nonneg fun i _ => mul_self_nonneg _
    linarith
  rw [numerov_eq_threePoint_add, add_mulVec, dotProduct_add, smul_mulVec, dotProduct_smul,
    smul_eq_mul, ← mulVec_mulVec, ← mulVec_mulVec, ← hy, hs]
  have h3 : 0 < h ^ 2 / 12 * (y ⬝ᵥ weight n h *ᵥ y) := mul_pos (by positivity) hpos
  linarith

end

end NumerovMatrix
```

```lean
#print axioms NumerovMatrix.threePoint_eigenvalue_lt_numerov
-- 'NumerovMatrix.threePoint_eigenvalue_lt_numerov' depends on axioms: [propext, Classical.choice, Quot.sound]
```
